# Image charges between grounded plates: the closed form of the image series for one lateral Fourier mode

A point charge $q$ sits in vacuum at height $s$ between two infinite, grounded, perfectly conducting plates at heights $0$ and $L$. We want the total potential at a height $z$ between the plates. Reflecting the charge repeatedly in both plates gives charges $+q$ at $s+2nL$ and $-q$ at $-s+2nL$, for all integers $n$. The pair $n=0$ consists of the real charge and its mirror image in the lower plate.

Let $k>0$ be the length of a wavevector parallel to the plates. We use SI units and the lateral Fourier transform $\int e^{-i\mathbf k\cdot\mathbf r}\phi(\mathbf r)\,d^2r$, with the charge and its images on the line $\mathbf r=0$. The transform of the Coulomb potential of a charge $q$ at vertical distance $d$ is then $\frac{q}{2\varepsilon_0 k}e^{-kd}$. The code drops the prefactor and keeps $e^{-kd}$. The image construction and this transform link the physical problem to the Lean definitions. Both are taken from electrostatics, not derived in Lean.

```lean
import Mathlib

open Finset

namespace PlateImageModes

noncomputable section
```

All names below belong to the namespace `PlateImageModes`, so the full name of the main theorem is `PlateImageModes.image_series`.

## The image pairs, the closed form and the cutoff

```lean
/-- Contribution of the `n`-th pair of opposite charges (for `n = 0`, the source and its mirror
image), without the prefactor `q/(2ε₀k)`, to the Fourier mode of lateral wavenumber `k`, at height
`z`, for a source at height `s` and plates at `0` and `L`. -/
def imageTerm (k L s z : ℝ) (n : ℤ) : ℝ :=
  Real.exp (-k * |z - s - 2 * n * L|) - Real.exp (-k * |z + s - 2 * n * L|)
```

`imageTerm k L s z n` is the contribution of the $n$-th pair,

$$t_n = e^{-k|z-s-2nL|}-e^{-k|z+s-2nL|}.$$

The heights, $k$ and $L$ are real numbers (`ℝ`), and $n$ is an integer (`ℤ`).

```lean
/-- The closed form `2 sinh(ka) sinh(k(L-b)) / sinh(kL)` for a lower height `a` and an upper height
`b`. For `kL = 0` Lean's division by zero makes the value `0`. -/
def slabMode (k L a b : ℝ) : ℝ :=
  2 * Real.sinh (k * a) * Real.sinh (k * (L - b)) / Real.sinh (k * L)
```

`slabMode` is the function $2\sinh(ka)\sinh(k(L-b))/\sinh(kL)$. Its arguments `a` and `b` are the lower and the upper of the two heights, whichever of them belongs to the source.

```lean
/-- The image series cut off symmetrically, keeping the pairs with `|n| ≤ N`. -/
def truncatedSum (k L s z : ℝ) (N : ℕ) : ℝ :=
  imageTerm k L s z 0 +
    ∑ n ∈ range N, (imageTerm k L s z ((n : ℤ) + 1) + imageTerm k L s z (-((n : ℤ) + 1)))
```

`truncatedSum` is $T_N=\sum_{|n|\le N}t_n$. In Lean, `range N` runs over $0,\dots,N-1$, so the pairs added to $t_0$ are $\pm(n+1)$, which reach $\pm N$.

## A row of equal charges

```lean
/-- For `k, L > 0` and `|u| ≤ 2L`, the modes of a row of equal charges with spacing `2L` add up
to `cosh(k(L-|u|)) / sinh(kL)`. -/
theorem hasSum_row {k L u : ℝ} (hk : 0 < k) (hL : 0 < L) (hu : |u| ≤ 2 * L) :
    HasSum (fun n : ℤ => Real.exp (-k * |u - 2 * n * L|))
      (Real.cosh (k * (L - |u|)) / Real.sinh (k * L)) := by
  have base : ∀ v : ℝ, 0 ≤ v → v ≤ 2 * L →
      HasSum (fun n : ℤ => Real.exp (-k * |v + 2 * n * L|))
        (Real.cosh (k * (L - v)) / Real.sinh (k * L)) := by
    intro v hv0 hv
    have hkL : 0 < k * L := mul_pos hk hL
    have hS : Real.sinh (k * L) ≠ 0 := (Real.sinh_pos_iff.mpr hkL).ne'
    have hq1 : Real.exp (-(2 * k * L)) < 1 := Real.exp_lt_one_iff.mpr (by linarith)
    have geo := hasSum_geometric_of_lt_one (Real.exp_pos (-(2 * k * L))).le hq1
    -- the charges on either side of the field point form geometric series
    have h1 : HasSum (fun n : ℕ => Real.exp (-k * |v + 2 * ((n : ℤ) : ℝ) * L|))
        (Real.exp (-(k * v)) * (1 - Real.exp (-(2 * k * L)))⁻¹) := by
      have e : (fun n : ℕ => Real.exp (-k * |v + 2 * ((n : ℤ) : ℝ) * L|)) =
          fun n : ℕ => Real.exp (-(k * v)) * Real.exp (-(2 * k * L)) ^ n := by
        funext n
        have hc : v + 2 * ((n : ℤ) : ℝ) * L = v + 2 * (n : ℝ) * L := by push_cast; ring
        rw [hc, abs_of_nonneg (by positivity), ← Real.exp_nat_mul, ← Real.exp_add]
        congr 1
        ring
      rw [e]
      exact geo.mul_left _
    have h2 : HasSum (fun n : ℕ => Real.exp (-k * |v + 2 * ((-((n : ℤ) + 1) : ℤ) : ℝ) * L|))
        (Real.exp (k * v) * Real.exp (-(2 * k * L)) * (1 - Real.exp (-(2 * k * L)))⁻¹) := by
      have e : (fun n : ℕ => Real.exp (-k * |v + 2 * ((-((n : ℤ) + 1) : ℤ) : ℝ) * L|)) =
          fun n : ℕ => Real.exp (k * v) * Real.exp (-(2 * k * L)) *
            Real.exp (-(2 * k * L)) ^ n := by
        funext n
        have hn : 0 ≤ (n : ℝ) * L := by positivity
        have hc : v + 2 * ((-((n : ℤ) + 1) : ℤ) : ℝ) * L = -(2 * ((n : ℝ) + 1) * L - v) := by
          push_cast; ring
        rw [hc, abs_neg, abs_of_nonneg (by nlinarith), ← Real.exp_nat_mul, ← Real.exp_add,
          ← Real.exp_add]
        congr 1
        ring
      rw [e]
      exact geo.mul_left _
    have key := HasSum.of_nat_of_neg_add_one
      (f := fun n : ℤ => Real.exp (-k * |v + 2 * n * L|)) h1 h2
    -- numerator and denominator share the factor `2 exp(-kL)`
    have hden : 1 - Real.exp (-(2 * k * L)) =
        2 * Real.exp (-(k * L)) * Real.sinh (k * L) := by
      have e1 : Real.exp (-(k * L)) * Real.exp (k * L) = 1 := by
        rw [← Real.exp_add, neg_add_cancel, Real.exp_zero]
      have e2 : Real.exp (-(2 * k * L)) = Real.exp (-(k * L)) * Real.exp (-(k * L)) := by
        rw [← Real.exp_add]; congr 1; ring
      rw [Real.sinh_eq, e2]
      linear_combination -e1
    have hnum : Real.exp (-(k * v)) + Real.exp (k * v) * Real.exp (-(2 * k * L)) =
        2 * Real.exp (-(k * L)) * Real.cosh (k * (L - v)) := by
      have e1 : Real.exp (-(k * v)) = Real.exp (-(k * L)) * Real.exp (k * (L - v)) := by
        rw [← Real.exp_add]; congr 1; ring
      have e2 : Real.exp (k * v) * Real.exp (-(2 * k * L)) =
          Real.exp (-(k * L)) * Real.exp (-(k * (L - v))) := by
        rw [← Real.exp_add, ← Real.exp_add]; congr 1; ring
      rw [e2, e1, Real.cosh_eq]
      ring
    have hE : 2 * Real.exp (-(k * L)) ≠ 0 := by positivity
    rw [← add_mul, hnum, hden, ← div_eq_mul_inv, mul_div_mul_left _ _ hE] at key
    exact key
  rcases le_total 0 u with h | h
  · rw [abs_of_nonneg h] at hu ⊢
    have e : (fun n : ℤ => Real.exp (-k * |u - 2 * n * L|)) =
        (fun n : ℤ => Real.exp (-k * |u + 2 * n * L|)) ∘ (Equiv.neg ℤ) := by
      funext n
      have hn : u - 2 * (n : ℝ) * L = u + 2 * (-(n : ℝ)) * L := by ring
      simp only [Function.comp, Equiv.neg_apply, Int.cast_neg]
      rw [hn]
    rw [e]
    exact (Equiv.neg ℤ).hasSum_iff.mpr (base u h hu)
  · rw [abs_of_nonpos h] at hu ⊢
    have e : (fun n : ℤ => Real.exp (-k * |u - 2 * n * L|)) =
        fun n : ℤ => Real.exp (-k * |-u + 2 * n * L|) := by
      funext n
      have hn : u - 2 * (n : ℝ) * L = -(-u + 2 * n * L) := by ring
      rw [hn, abs_neg]
    rw [e]
    exact base (-u) (by linarith) hu
```

The names `hk`, `hL` and `hu` label assumptions. `HasSum f a` says that the series with terms `f` converges to `a`, whatever the order of summation. The theorem reads, for $|u|\le 2L$,

$$\sum_{n\in\mathbb Z}e^{-k|u-2nL|}=\frac{\cosh(k(L-|u|))}{\sinh(kL)}.$$

By hand, put $v=|u|$. Relabelling $n\to-n$ if $u\ge0$, or flipping the sign inside the absolute value if $u\le0$, turns the terms into $e^{-k|v+2nL|}$. With $w=e^{-2kL}<1$, the terms $n\ge0$ are $e^{-kv}w^n$. The terms with index $-(n+1)$ are $e^{kv}w\,w^n$, because $v\le2L$ fixes the sign inside the absolute value. Two geometric series give

$$\frac{e^{-kv}+e^{kv}e^{-2kL}}{1-e^{-2kL}}=\frac{2e^{-kL}\cosh(k(L-v))}{2e^{-kL}\sinh(kL)}.$$

In the proof, `base` treats $v\ge0$, `h1` and `h2` are the two geometric series, and `key` joins them into a sum over all integers. `hnum` and `hden` rewrite numerator and denominator, and the final case split on the sign of $u$ does the relabelling.

```lean
/-- For all real arguments, `slabMode k L a b` equals
`cosh(k(L-(b-a))) / sinh(kL) - cosh(k(L-(b+a))) / sinh(kL)`. -/
theorem slabMode_eq (k L a b : ℝ) :
    slabMode k L a b = Real.cosh (k * (L - (b - a))) / Real.sinh (k * L) -
      Real.cosh (k * (L - (b + a))) / Real.sinh (k * L) := by
  have e1 : k * (L - (b - a)) = k * (L - b) + k * a := by ring
  have e2 : k * (L - (b + a)) = k * (L - b) - k * a := by ring
  rw [slabMode, e1, e2, Real.cosh_add, Real.cosh_sub]
  ring
```

This is the addition theorem $\cosh(A+B)-\cosh(A-B)=2\sinh A\sinh B$ with $A=k(L-b)$ and $B=ka$, divided by $\sinh(kL)$.

## The sum of the image series

```lean
/-- For `k, L > 0` and `0 ≤ s ≤ z ≤ L`, the image series between grounded plates converges
absolutely, and its sum is `2 sinh(ks) sinh(k(L-z)) / sinh(kL)`. -/
theorem image_series {k L s z : ℝ} (hk : 0 < k) (hL : 0 < L)
    (hs : 0 ≤ s) (hsz : s ≤ z) (hz : z ≤ L) :
    Summable (fun n : ℤ => |imageTerm k L s z n|) ∧
      HasSum (imageTerm k L s z)
        (2 * Real.sinh (k * s) * Real.sinh (k * (L - z)) / Real.sinh (k * L)) := by
  have p1 : 0 ≤ z - s := by linarith
  have p2 : 0 ≤ z + s := by linarith
  have h1 := hasSum_row (u := z - s) hk hL (by rw [abs_of_nonneg p1]; linarith)
  have h2 := hasSum_row (u := z + s) hk hL (by rw [abs_of_nonneg p2]; linarith)
  rw [abs_of_nonneg p1] at h1
  rw [abs_of_nonneg p2] at h2
  have h : HasSum (imageTerm k L s z) (slabMode k L s z) := by
    rw [slabMode_eq]
    exact h1.sub h2
  exact ⟨h.summable.abs, h⟩
```

This is the main theorem. The symbol `∧` means "and": the series of absolute values converges, and for $0\le s\le z\le L$

$$\sum_{n\in\mathbb Z}t_n=\frac{2\sinh(ks)\sinh(k(L-z))}{\sinh(kL)}.$$

By hand, the positive charges form a row with $u=z-s$ and the negative ones a row with $u=z+s$. Both offsets lie between $0$ and $2L$, so

$$\sum_n t_n=\frac{\cosh(k(L-z+s))-\cosh(k(L-z-s))}{\sinh(kL)},$$

which is the closed form by the previous identity. `h1` and `h2` are the two row sums, and `h1.sub h2` subtracts them. Absolute convergence follows because a real series that converges in every order converges absolutely.

```lean
/-- For `k, L > 0` and a field point below the source, `0 ≤ z ≤ s ≤ L`, the image series sums to
the closed form with the two heights exchanged. -/
theorem image_series_below {k L s z : ℝ} (hk : 0 < k) (hL : 0 < L)
    (hz : 0 ≤ z) (hzs : z ≤ s) (hs : s ≤ L) :
    HasSum (imageTerm k L s z) (slabMode k L z s) := by
  have p1 : z - s ≤ 0 := by linarith
  have p2 : 0 ≤ z + s := by linarith
  have h1 := hasSum_row (u := z - s) hk hL (by rw [abs_of_nonpos p1]; linarith)
  have h2 := hasSum_row (u := z + s) hk hL (by rw [abs_of_nonneg p2]; linarith)
  rw [abs_of_nonpos p1, neg_sub] at h1
  rw [abs_of_nonneg p2] at h2
  rw [slabMode_eq, add_comm s z]
  exact h1.sub h2
```

For a field point below the source, $0\le z\le s\le L$, the first row has $|u|=s-z$. The same subtraction then gives $2\sinh(kz)\sinh(k(L-s))/\sinh(kL)$, the closed form with the heights exchanged.

The assumption $s\le z$ in `image_series` is therefore needed. Take $z=0$ and $s=L/2$. The positive term $n$ cancels the negative term $-n$, so the series sums to $0$, as it should on a grounded plate. The formula of `image_series` would give $2\sinh(kL/2)>0$.

## The error of a finite number of images

```lean
/-- For `L > 0` and `0 ≤ s ≤ z ≤ L`, the image pairs `n+1` and `-(n+1)` together contribute
`-4 exp(-2(n+1)kL) sinh(ks) sinh(kz)`. -/
theorem shell_term {k L s z : ℝ} (hL : 0 < L) (hs : 0 ≤ s) (hsz : s ≤ z) (hz : z ≤ L) (n : ℕ) :
    imageTerm k L s z ((n : ℤ) + 1) + imageTerm k L s z (-((n : ℤ) + 1)) =
      -4 * Real.exp (-(2 * ((n : ℝ) + 1) * (k * L))) * Real.sinh (k * s) * Real.sinh (k * z) := by
  have hn : 0 ≤ (n : ℝ) * L := by positivity
  -- an image above the slab and its partner below it, at offset `u`
  have up : ∀ u : ℝ, u ≤ 2 * L →
      |u - 2 * (((n : ℤ) + 1 : ℤ) : ℝ) * L| = 2 * ((n : ℝ) + 1) * L - u := by
    intro u hu
    have e : u - 2 * (((n : ℤ) + 1 : ℤ) : ℝ) * L = -(2 * ((n : ℝ) + 1) * L - u) := by
      push_cast; ring
    rw [e, abs_neg, abs_of_nonneg (by nlinarith)]
  have down : ∀ u : ℝ, 0 ≤ u →
      |u - 2 * ((-((n : ℤ) + 1) : ℤ) : ℝ) * L| = 2 * ((n : ℝ) + 1) * L + u := by
    intro u hu
    have e : u - 2 * ((-((n : ℤ) + 1) : ℤ) : ℝ) * L = 2 * ((n : ℝ) + 1) * L + u := by
      push_cast; ring
    rw [e, abs_of_nonneg (by positivity)]
  have split : ∀ x y : ℝ, Real.exp (-(2 * ((n : ℝ) + 1) * (k * L)) + x + y) =
      Real.exp (-(2 * ((n : ℝ) + 1) * (k * L))) * Real.exp x * Real.exp y := by
    intro x y
    rw [Real.exp_add, Real.exp_add]
  unfold imageTerm
  rw [up (z - s) (by linarith), up (z + s) (by linarith), down (z - s) (by linarith),
    down (z + s) (by linarith)]
  have e1 : -k * (2 * ((n : ℝ) + 1) * L - (z - s)) =
      -(2 * ((n : ℝ) + 1) * (k * L)) + k * z + -(k * s) := by ring
  have e2 : -k * (2 * ((n : ℝ) + 1) * L - (z + s)) =
      -(2 * ((n : ℝ) + 1) * (k * L)) + k * z + k * s := by ring
  have e3 : -k * (2 * ((n : ℝ) + 1) * L + (z - s)) =
      -(2 * ((n : ℝ) + 1) * (k * L)) + -(k * z) + k * s := by ring
  have e4 : -k * (2 * ((n : ℝ) + 1) * L + (z + s)) =
      -(2 * ((n : ℝ) + 1) * (k * L)) + -(k * z) + -(k * s) := by ring
  rw [e1, e2, e3, e4, split, split, split, split, Real.sinh_eq (k * s), Real.sinh_eq (k * z)]
  ring
```

The pairs $n+1$ and $-(n+1)$ are added. For the positive index the distances are $2(n+1)L-(z\mp s)$, and for the negative index $2(n+1)L+(z\mp s)$. Hence

$$t_{n+1}+t_{-(n+1)}=e^{-2(n+1)kL}\,[2\cosh(k(z-s))-2\cosh(k(z+s))],$$

which equals $-4e^{-2(n+1)kL}\sinh(ks)\sinh(kz)$. In the proof, `up` and `down` evaluate the absolute values, and `split` factors the exponentials.

```lean
/-- For `k, L > 0` and `0 ≤ s ≤ z ≤ L`, the series cut off at `|n| ≤ N` differs from the closed
form by exactly `2 exp(-(2N+1)kL) sinh(ks) sinh(kz) / sinh(kL)`. -/
theorem truncation_error {k L s z : ℝ} (hk : 0 < k) (hL : 0 < L)
    (hs : 0 ≤ s) (hsz : s ≤ z) (hz : z ≤ L) (N : ℕ) :
    truncatedSum k L s z N = slabMode k L s z +
      2 * Real.exp (-((2 * (N : ℝ) + 1) * (k * L))) * Real.sinh (k * s) * Real.sinh (k * z) /
        Real.sinh (k * L) := by
  have hS : Real.sinh (k * L) * (Real.sinh (k * L))⁻¹ = 1 :=
    mul_inv_cancel₀ (Real.sinh_pos_iff.mpr (mul_pos hk hL)).ne'
  induction N with
  | zero =>
    -- the source and its mirror image in the lower plate
    have h0 : truncatedSum k L s z 0 =
        2 * (Real.cosh (k * z) - Real.sinh (k * z)) * Real.sinh (k * s) := by
      have e1 : -k * (z - s) = -(k * z) + k * s := by ring
      have e2 : -k * (z + s) = -(k * z) + -(k * s) := by ring
      rw [truncatedSum, Finset.sum_range_zero, add_zero, imageTerm, Int.cast_zero, mul_zero,
        zero_mul, sub_zero, sub_zero, abs_of_nonneg (by linarith : 0 ≤ z - s),
        abs_of_nonneg (by linarith : 0 ≤ z + s), e1, e2, Real.exp_add, Real.exp_add,
        Real.cosh_sub_sinh, Real.sinh_eq]
      ring
    have hx : -((2 * ((0 : ℕ) : ℝ) + 1) * (k * L)) = -(k * L) := by push_cast; ring
    rw [h0, hx, slabMode, mul_sub k L z, Real.sinh_sub, ← Real.cosh_sub_sinh (k * L)]
    linear_combination
      (-(2 * Real.sinh (k * s) * (Real.cosh (k * z) - Real.sinh (k * z)))) * hS
  | succ N ih =>
    have hstep : truncatedSum k L s z (N + 1) = truncatedSum k L s z N +
        (imageTerm k L s z ((N : ℤ) + 1) + imageTerm k L s z (-((N : ℤ) + 1))) := by
      unfold truncatedSum
      rw [Finset.sum_range_succ]
      ring
    have q1 : Real.exp (-((2 * (N : ℝ) + 1) * (k * L))) =
        Real.exp (-(2 * ((N : ℝ) + 1) * (k * L))) * Real.exp (k * L) := by
      rw [← Real.exp_add]; congr 1; ring
    have q2 : Real.exp (-((2 * ((N + 1 : ℕ) : ℝ) + 1) * (k * L))) =
        Real.exp (-(2 * ((N : ℝ) + 1) * (k * L))) * Real.exp (-(k * L)) := by
      rw [← Real.exp_add]; congr 1; push_cast; ring
    have hE : Real.exp (k * L) = Real.exp (-(k * L)) + 2 * Real.sinh (k * L) := by
      rw [Real.sinh_eq]; ring
    rw [hstep, ih, shell_term hL hs hsz hz, q1, q2, hE]
    linear_combination (4 * Real.exp (-(2 * ((N : ℝ) + 1) * (k * L))) *
      Real.sinh (k * s) * Real.sinh (k * z)) * hS
```

The theorem states that $T_N$ is the closed form plus

$$R_N=\frac{2e^{-(2N+1)kL}\sinh(ks)\sinh(kz)}{\sinh(kL)}.$$

The proof is by induction on $N$. For $N=0$, the left side is $t_0=2e^{-kz}\sinh(ks)$. The right side is

$$\frac{2\sinh(ks)\,[\sinh(k(L-z))+e^{-kL}\sinh(kz)]}{\sinh(kL)}.$$

Expanding $\sinh(kL-kz)$ and writing $e^{-kL}=\cosh(kL)-\sinh(kL)$ reduces the bracket to $\sinh(kL)\,e^{-kz}$, so the two sides agree.

For the step from $N$ to $N+1$, use $e^{kL}-e^{-kL}=2\sinh(kL)$:

$$R_{N+1}-R_N=-4e^{-2(N+1)kL}\sinh(ks)\sinh(kz).$$

This is what `shell_term` says the new pairs contribute. The cases `zero` and `succ` are these two computations. `linear_combination` finishes each of them with `hS`, the statement that $\sinh(kL)$ times its inverse is $1$.

```lean
/-- For `k, L > 0` and `0 < s ≤ z ≤ L`, the series cut off at `|n| ≤ N` exceeds the full image
sum, by at most `2 exp(-(2N+1)kL) sinh(ks)`. -/
theorem truncation_bound {k L s z : ℝ} (hk : 0 < k) (hL : 0 < L)
    (hs : 0 < s) (hsz : s ≤ z) (hz : z ≤ L) (N : ℕ) :
    0 < truncatedSum k L s z N - ∑' n : ℤ, imageTerm k L s z n ∧
      truncatedSum k L s z N - ∑' n : ℤ, imageTerm k L s z n ≤
        2 * Real.exp (-((2 * (N : ℝ) + 1) * (k * L))) * Real.sinh (k * s) := by
  have hsum : ∑' n : ℤ, imageTerm k L s z n = slabMode k L s z :=
    (image_series hk hL hs.le hsz hz).2.tsum_eq
  have ps : 0 < Real.sinh (k * s) := Real.sinh_pos_iff.mpr (mul_pos hk hs)
  have pz : 0 < Real.sinh (k * z) := Real.sinh_pos_iff.mpr (mul_pos hk (by linarith))
  have pL : 0 < Real.sinh (k * L) := Real.sinh_pos_iff.mpr (mul_pos hk hL)
  have hle : Real.sinh (k * z) ≤ Real.sinh (k * L) :=
    Real.sinh_le_sinh.mpr (mul_le_mul_of_nonneg_left hz hk.le)
  rw [hsum, truncation_error hk hL hs.le hsz hz, add_sub_cancel_left]
  refine ⟨by positivity, ?_⟩
  rw [div_le_iff₀ pL]
  exact mul_le_mul_of_nonneg_left hle (by positivity)

end

end PlateImageModes
```

Here `∑'` denotes the value of the infinite sum. For $0<s\le z\le L$ the truncated sum is too large, and

$$0<T_N-\sum_{n\in\mathbb Z}t_n\le 2e^{-(2N+1)kL}\sinh(ks).$$

The difference is $R_N$. It is positive because every factor is, and the bound follows from $\sinh(kz)\le\sinh(kL)$. At $s=0$ every $t_n$ vanishes, which is why strict positivity requires $s>0$.

For simulations of charges between electrodes, this bounds the error of keeping only the pairs with $|n|\le N$, for one mode with $k>0$, without the prefactor $q/(2\varepsilon_0k)$, and for ideal flat grounded plates. For a field point below the source, exchange $s$ and $z$ in the bound, since $T_N$ and the full sum are symmetric in the two heights. Each further shell of images multiplies the error by $e^{-2kL}$. For $0<s\le z<L$ the error relative to the full sum is $e^{-(2N+1)kL}\sinh(kz)/\sinh(k(L-z))$, which falls as $k$ grows, so long wavelengths need the most images for a given relative accuracy.

## A charge at mid-height, in numbers

Take $kL=2\ln2$ and $s=z=L/2$. Then $\sinh(ks)=\sinh(kz)=3/4$ and $\sinh(kL)=15/8$, and the full sum is

$$\frac{2\cdot(3/4)^2}{15/8}=0.6.$$

The charge and its mirror image in the lower plate alone give $T_0=1-\tfrac14=0.75$. The pairs $\pm1$ add $-4\cdot\tfrac1{16}\cdot\tfrac9{16}=-0.140625$, so $T_1=0.609375$. The excess falls from $0.15$ to $0.009375$, a factor of $16=e^{2kL}$. The bound for $N=1$ is $2\cdot\tfrac1{64}\cdot\tfrac34\approx0.0234$.

```lean
#print axioms PlateImageModes.image_series
#print axioms PlateImageModes.image_series_below
#print axioms PlateImageModes.truncation_bound
```

```
'PlateImageModes.image_series' depends on axioms: [propext, Classical.choice, Quot.sound]
'PlateImageModes.image_series_below' depends on axioms: [propext, Classical.choice, Quot.sound]
'PlateImageModes.truncation_bound' depends on axioms: [propext, Classical.choice, Quot.sound]
```
